# Worst-case noise amplification of Richardson extrapolation on geometric nodes: $\prod_{k=1}^m (1+r^k)/(1-r^k)$

A code that computes an energy at steps $h_0$, $h_0/2$, $h_0/4$ and extrapolates to zero step has to decide how tightly to converge each run. The extrapolation removes leading discretisation errors, but it also combines the convergence errors of the runs with weights of both signs, some larger than one in size.

Suppose the step sizes are $h_j = h_0 q^j$ with $0<q<1$, for $j=0,\dots,m$, and that for some exponent $s>0$ the computed quantity behaves as

$$E(h) = E_0 + d_1 h^s + d_2 h^{2s} + \dots + d_m h^{ms}.$$

In the variable $x = (h/h_0)^s$ this is a polynomial $p(x)$ of degree at most $m$, sampled at $x_j = r^j$ with $r = q^s$, and the wanted value is $E_0 = p(0)$. Note that $r$ is the ratio of successive values of $x$, not of the steps: halving $h$ with an expansion in even powers gives $r = 1/4$.

If weights $w_0,\dots,w_m$ satisfy $\sum_j w_j\,p(r^j) = p(0)$ for every real polynomial $p$ of degree at most $m$, then

$$\sum_{j=0}^m |w_j| = A_m, \qquad A_m := \prod_{k=1}^m \frac{1+r^k}{1-r^k}.$$

Data errors of size at most $\varepsilon$ therefore move the extrapolated value by at most $\varepsilon A_m$, and some error pattern reaches this bound.

## Setting convergence thresholds from the factor

To keep the propagated error no larger than a target $\tau>0$, it suffices that the error of every run is at most $\tau/A_m$. A threshold on the change between iterations does not by itself guarantee this, because the remaining error can be larger than the last change. With three runs ($m=2$), $r=1/4$ gives $A_2 = 17/9$, while $r=1/2$ gives $A_2 = 5$.

In electronic structure this applies to extrapolating energies in the grid spacing, and in quantum dynamics to extrapolating observables in the Trotter time step, provided that the data are a polynomial of degree at most $m$ in $x$ up to errors with a known bound.

The smallest cases are easily checked. For $m=0$ there is one datum with weight $1$, and the empty product is $1$. For $m=1$ the weights are $w_0 = -r/(1-r)$ and $w_1 = 1/(1-r)$, with absolute sum $(1+r)/(1-r)$. This grows without bound as $r\to1$, when the two steps nearly coincide.

## The weights as polynomial coefficients

Define

$$W_m(x) = \prod_{k=1}^m \frac{x-r^k}{1-r^k}, \qquad W_0 = 1.$$

It has degree at most $m$, equals $1$ at $x=1$, and vanishes at $r,\dots,r^m$. With $0^0=1$, this reads $W_m(r^k)=0^k$ for $0\le k\le m$.

Let $Q(x)=\sum_j w_j x^j$. Applying the exactness condition to $p(x)=x^k$ gives

$$Q(r^k)=\sum_j w_j (r^j)^k = 0^k = W_m(r^k).$$

So $Q-W_m$ has degree at most $m$ and $m+1$ distinct zeros. It is the zero polynomial, and $w_j$ is the coefficient $c_{m,j}$ of $x^j$ in $W_m$.

Conversely, these coefficients are exact. For $p(x)=\sum_k b_k x^k$,

$$\sum_j c_{m,j}\,p(r^j)=\sum_k b_k W_m(r^k)=b_0=p(0).$$

## Alternating signs and the product

Multiplying $W_m$ by its next factor gives

$$c_{m+1,0}=\frac{-r^{m+1}c_{m,0}}{1-r^{m+1}},\qquad
c_{m+1,j+1}=\frac{c_{m,j}-r^{m+1}c_{m,j+1}}{1-r^{m+1}}.$$

Assume $(-1)^{m+j}c_{m,j}\ge0$ for all $j$, which is true for $m=0$. Then

$$(-1)^{m+j+2}c_{m+1,j+1}=\frac{(-1)^{m+j}c_{m,j}+r^{m+1}(-1)^{m+j+1}c_{m,j+1}}{1-r^{m+1}}\ge0,$$

and likewise $(-1)^{m+1}c_{m+1,0}\ge0$. By induction $|w_j|=(-1)^{m+j}w_j$, so

$$\sum_j|w_j|=(-1)^mW_m(-1)=\prod_{k=1}^m\frac{1+r^k}{1-r^k}.$$

For data $p(r^j)+e_j$ with $|e_j|\le\varepsilon$, the extrapolation error is $\sum_j w_je_j$, of size at most $\varepsilon A_m$. The choice $e_j=(-1)^{m+j}\varepsilon$ makes it equal to $\varepsilon A_m$.

## The tableau has the same weights

The extrapolation can also be built column by column from data $a_i$:

$$T_{0,i}=a_i,\qquad T_{m+1,i}=\frac{T_{m,i+1}-r^{m+1}T_{m,i}}{1-r^{m+1}}.$$

If $T_{m,i}=\sum_{j=0}^m c_{m,j}a_{i+j}$, then in $T_{m+1,i}$ the coefficients of $a_i$ and $a_{i+j+1}$ are the right-hand sides of the recursion above, with $c_{m,m+1}=0$. The formula thus passes from one column to the next.

## Lean file: weights, error bounds and tableau

```lean
import Mathlib

open Polynomial

namespace RichardsonNoise

noncomputable section

/-- The weights `w 0, ..., w m` extrapolate to zero from the nodes `r ^ j`: they return `p(0)`
for every real polynomial `p` of degree at most `m`. -/
def IsExtrapolation (r : ℝ) (m : ℕ) (w : ℕ → ℝ) : Prop :=
  ∀ p : ℝ[X], p.natDegree ≤ m →
    ∑ j ∈ Finset.range (m + 1), w j * p.eval (r ^ j) = p.eval 0

/-- The generating polynomial, the product of `(X - r ^ k) / (1 - r ^ k)` over `k = 1, ..., m`,
for `r` with `r ^ k ≠ 1` at these `k`. -/
def weightPoly (r : ℝ) : ℕ → ℝ[X]
  | 0 => 1
  | m + 1 => C (1 - r ^ (m + 1))⁻¹ * ((X - C (r ^ (m + 1))) * weightPoly r m)

/-- The Richardson tableau of a data sequence `a`: each new entry combines two neighbouring entries
of the previous column, for `r` with `r ^ k ≠ 1` at every column `k ≥ 1` used. -/
def richardsonTable (r : ℝ) (a : ℕ → ℝ) : ℕ → ℕ → ℝ
  | 0, i => a i
  | m + 1, i => (richardsonTable r a m (i + 1) - r ^ (m + 1) * richardsonTable r a m i)
      / (1 - r ^ (m + 1))

/-- The generating polynomial of order `m` has degree at most `m`. -/
theorem natDegree_weightPoly (r : ℝ) (m : ℕ) : (weightPoly r m).natDegree ≤ m := by
  induction m with
  | zero => simp [weightPoly]
  | succ m ih =>
    rw [weightPoly]
    refine (natDegree_C_mul_le _ _).trans (natDegree_mul_le.trans ?_)
    rw [natDegree_X_sub_C]
    omega

/-- The coefficients of the generating polynomial of order `m + 1`, expressed through those of order
`m`. -/
theorem coeff_weightPoly_succ (r : ℝ) (m : ℕ) :
    (weightPoly r (m + 1)).coeff 0
      = -(r ^ (m + 1) * (weightPoly r m).coeff 0) / (1 - r ^ (m + 1)) ∧
    ∀ j, (weightPoly r (m + 1)).coeff (j + 1)
      = ((weightPoly r m).coeff j - r ^ (m + 1) * (weightPoly r m).coeff (j + 1))
        / (1 - r ^ (m + 1)) := by
  constructor
  · rw [weightPoly, coeff_C_mul, sub_mul, coeff_sub, coeff_C_mul, coeff_X_mul_zero]
    ring
  · intro j
    rw [weightPoly, coeff_C_mul, sub_mul, coeff_sub, coeff_C_mul, coeff_X_mul]
    ring

/-- For `0 < r < 1` the generating polynomial equals one at `r ^ 0 = 1` and vanishes at
`r, ..., r ^ m`. -/
theorem eval_weightPoly {r : ℝ} (h0 : 0 < r) (h1 : r < 1) {m k : ℕ} (hk : k ≤ m) :
    (weightPoly r m).eval (r ^ k) = 0 ^ k := by
  induction m with
  | zero =>
    obtain rfl : k = 0 := by omega
    simp [weightPoly]
  | succ m ih =>
    have hd : 1 - r ^ (m + 1) ≠ 0 :=
      (sub_pos.2 (pow_lt_one₀ h0.le h1 (Nat.succ_ne_zero m))).ne'
    rw [weightPoly, eval_mul, eval_C, eval_mul, eval_sub, eval_X, eval_C]
    rcases Nat.eq_or_lt_of_le hk with rfl | h
    · simp
    · rw [ih (by omega)]
      rcases k with _ | n
      · simp only [pow_zero, mul_one]
        exact inv_mul_cancel₀ hd
      · simp

/-- For `0 < r < 1`, weights extrapolate to zero exactly when they are the coefficients of the
generating polynomial. -/
theorem isExtrapolation_iff {r : ℝ} (h0 : 0 < r) (h1 : r < 1) (m : ℕ) (w : ℕ → ℝ) :
    IsExtrapolation r m w ↔ ∀ j ≤ m, w j = (weightPoly r m).coeff j := by
  constructor
  · intro hw j hj
    -- both polynomials agree at the `m + 1` distinct points `r ^ k`
    have hz : (∑ i ∈ Finset.range (m + 1), C (w i) * X ^ i) - weightPoly r m = 0 := by
      refine eq_zero_of_natDegree_lt_card_of_eval_eq_zero _
        (f := fun k : Fin (m + 1) => r ^ (k : ℕ)) ?_ ?_ ?_
      · intro a b hab
        exact Fin.ext (pow_right_injective₀ h0 h1.ne hab)
      · intro k
        have hkm : (k : ℕ) ≤ m := Nat.lt_succ_iff.1 k.isLt
        have hk := hw (X ^ (k : ℕ)) (by rw [natDegree_X_pow]; exact hkm)
        simp only [eval_pow, eval_X] at hk
        show eval (r ^ (k : ℕ)) _ = 0
        rw [eval_sub, eval_finsetSum, eval_weightPoly h0 h1 hkm, ← hk, sub_eq_zero]
        refine Finset.sum_congr rfl fun i _ => ?_
        rw [eval_mul, eval_C, eval_pow, eval_X]
        ring
      · rw [Fintype.card_fin]
        refine Nat.lt_succ_of_le ((natDegree_sub_le _ _).trans
          (max_le ?_ (natDegree_weightPoly r m)))
        exact natDegree_sum_le_of_forall_le _ _ fun i hi =>
          (natDegree_C_mul_X_pow_le _ _).trans (by have := Finset.mem_range.1 hi; omega)
    have hc := congrArg (fun q : ℝ[X] => q.coeff j) hz
    simp only [coeff_sub, finsetSum_coeff, coeff_C_mul_X_pow, coeff_zero,
      Finset.sum_ite_eq, Finset.mem_range] at hc
    rw [if_pos (by omega)] at hc
    linarith
  · intro hw p hp
    have hlt : p.natDegree < m + 1 := by omega
    have hR : (weightPoly r m).natDegree < m + 1 := by
      have := natDegree_weightPoly r m
      omega
    -- exchange the sum over nodes with the sum over monomials
    calc ∑ j ∈ Finset.range (m + 1), w j * p.eval (r ^ j)
        = ∑ j ∈ Finset.range (m + 1), ∑ k ∈ Finset.range (m + 1),
            p.coeff k * ((weightPoly r m).coeff j * (r ^ k) ^ j) := by
          refine Finset.sum_congr rfl fun j hj => ?_
          rw [hw j (Nat.lt_succ_iff.1 (Finset.mem_range.1 hj)), eval_eq_sum_range' hlt,
            Finset.mul_sum]
          refine Finset.sum_congr rfl fun k _ => ?_
          ring
      _ = ∑ k ∈ Finset.range (m + 1), p.coeff k * (weightPoly r m).eval (r ^ k) := by
          rw [Finset.sum_comm]
          refine Finset.sum_congr rfl fun k _ => ?_
          rw [eval_eq_sum_range' hR, Finset.mul_sum]
      _ = ∑ k ∈ Finset.range (m + 1), p.coeff k * 0 ^ k := by
          refine Finset.sum_congr rfl fun k hk => ?_
          rw [eval_weightPoly h0 h1 (Nat.lt_succ_iff.1 (Finset.mem_range.1 hk))]
      _ = p.eval 0 := (eval_eq_sum_range' hlt 0).symm

/-- For `0 < r < 1` the coefficient of order `j` has the sign `(-1) ^ (m + j)` or is zero. -/
theorem coeff_sign {r : ℝ} (h0 : 0 < r) (h1 : r < 1) (m j : ℕ) :
    0 ≤ (-1) ^ (m + j) * (weightPoly r m).coeff j := by
  induction m generalizing j with
  | zero => rcases j with _ | j <;> simp [weightPoly, coeff_one]
  | succ m ih =>
    have hd : 0 < 1 - r ^ (m + 1) := sub_pos.2 (pow_lt_one₀ h0.le h1 (Nat.succ_ne_zero m))
    have hs : 0 < r ^ (m + 1) := pow_pos h0 _
    rcases j with _ | j
    · rw [(coeff_weightPoly_succ r m).1]
      have h := div_nonneg (mul_nonneg hs.le (ih 0)) hd.le
      have e1 : (-1 : ℝ) ^ (m + 1 + 0) = -(-1) ^ (m + 0) := by
        rw [add_zero, add_zero, pow_succ, mul_neg_one]
      rw [e1]
      refine h.trans_eq ?_
      ring
    · rw [(coeff_weightPoly_succ r m).2 j]
      have h := div_nonneg (add_nonneg (ih j) (mul_nonneg hs.le (ih (j + 1)))) hd.le
      have e2 : (-1 : ℝ) ^ (m + 1 + (j + 1)) = (-1) ^ (m + j) := by
        rw [show m + 1 + (j + 1) = m + j + 2 by omega, pow_add _ _ 2, neg_one_sq, mul_one]
      have e3 : (-1 : ℝ) ^ (m + (j + 1)) = -(-1) ^ (m + j) := by
        rw [← add_assoc, pow_succ, mul_neg_one]
      rw [e3] at h
      rw [e2]
      refine h.trans_eq ?_
      ring

/-- For `0 < r < 1` the extrapolation weights alternate in sign, so a sign factor turns each
into its absolute value. -/
theorem abs_weight {r : ℝ} (h0 : 0 < r) (h1 : r < 1) {m : ℕ} {w : ℕ → ℝ}
    (hw : IsExtrapolation r m w) {j : ℕ} (hj : j ≤ m) : |w j| = (-1) ^ (m + j) * w j := by
  have h := coeff_sign h0 h1 m j
  rw [← (isExtrapolation_iff h0 h1 m w).1 hw j hj] at h
  rw [← abs_of_nonneg h, abs_mul, abs_pow, abs_neg, abs_one, one_pow, one_mul]

/-- Noise amplification of Richardson extrapolation: for `0 < r < 1`, weights on the nodes
`r ^ j` that return `p(0)` for all polynomials of degree at most `m` have absolute sum
equal to the product of `(1 + r ^ k) / (1 - r ^ k)` over `k = 1, ..., m`. -/
theorem sum_abs_weights {r : ℝ} (h0 : 0 < r) (h1 : r < 1) {m : ℕ} {w : ℕ → ℝ}
    (hw : IsExtrapolation r m w) :
    ∑ j ∈ Finset.range (m + 1), |w j| = ∏ k ∈ Finset.Icc 1 m, (1 + r ^ k) / (1 - r ^ k) := by
  -- the product is the generating polynomial at `-1`, up to sign
  have hprod : ∀ n : ℕ, (-1) ^ n * (weightPoly r n).eval (-1)
      = ∏ k ∈ Finset.Icc 1 n, (1 + r ^ k) / (1 - r ^ k) := by
    intro n
    induction n with
    | zero => simp [weightPoly]
    | succ n ih =>
      rw [Finset.prod_Icc_succ_top (by omega), ← ih, weightPoly, eval_mul, eval_C, eval_mul,
        eval_sub, eval_X, eval_C]
      ring
  have hR : (weightPoly r m).natDegree < m + 1 := by
    have := natDegree_weightPoly r m
    omega
  rw [← hprod m, eval_eq_sum_range' hR, Finset.mul_sum]
  refine Finset.sum_congr rfl fun j hj => ?_
  have hjm : j ≤ m := Nat.lt_succ_iff.1 (Finset.mem_range.1 hj)
  rw [abs_weight h0 h1 hw hjm, (isExtrapolation_iff h0 h1 m w).1 hw j hjm]
  ring

/-- For `0 < r < 1`, data errors of size at most `ε` on a polynomial of degree at most `m` change
the extrapolated value by at most `ε` times the amplification product. -/
theorem noise_bound {r : ℝ} (h0 : 0 < r) (h1 : r < 1) {m : ℕ} {w : ℕ → ℝ}
    (hw : IsExtrapolation r m w) {p : ℝ[X]} (hp : p.natDegree ≤ m) {e : ℕ → ℝ} {ε : ℝ}
    (he : ∀ j ≤ m, |e j| ≤ ε) :
    |∑ j ∈ Finset.range (m + 1), w j * (p.eval (r ^ j) + e j) - p.eval 0|
      ≤ ε * ∏ k ∈ Finset.Icc 1 m, (1 + r ^ k) / (1 - r ^ k) := by
  simp only [mul_add, Finset.sum_add_distrib]
  rw [hw p hp, add_sub_cancel_left, ← sum_abs_weights h0 h1 hw, Finset.mul_sum]
  refine (Finset.abs_sum_le_sum_abs _ _).trans (Finset.sum_le_sum fun j hj => ?_)
  rw [abs_mul, mul_comm]
  exact mul_le_mul_of_nonneg_right (he j (Nat.lt_succ_iff.1 (Finset.mem_range.1 hj)))
    (abs_nonneg _)

/-- For `0 < r < 1`, errors `(-1) ^ (m + j) * ε` on a polynomial of degree at most `m` shift the
extrapolated value by exactly `ε` times the amplification product. -/
theorem noise_attained {r : ℝ} (h0 : 0 < r) (h1 : r < 1) {m : ℕ} {w : ℕ → ℝ}
    (hw : IsExtrapolation r m w) {p : ℝ[X]} (hp : p.natDegree ≤ m) (ε : ℝ) :
    ∑ j ∈ Finset.range (m + 1), w j * (p.eval (r ^ j) + (-1) ^ (m + j) * ε) - p.eval 0
      = ε * ∏ k ∈ Finset.Icc 1 m, (1 + r ^ k) / (1 - r ^ k) := by
  simp only [mul_add, Finset.sum_add_distrib]
  rw [hw p hp, add_sub_cancel_left, ← sum_abs_weights h0 h1 hw, Finset.mul_sum]
  refine Finset.sum_congr rfl fun j hj => ?_
  rw [abs_weight h0 h1 hw (Nat.lt_succ_iff.1 (Finset.mem_range.1 hj))]
  ring

/-- Entry `i` of column `m` of the Richardson tableau is the weighted sum of the `m + 1` successive
data `a i, ..., a (i + m)`, with the coefficients of the generating polynomial as weights. -/
theorem richardsonTable_eq (r : ℝ) (a : ℕ → ℝ) (m i : ℕ) :
    richardsonTable r a m i
      = ∑ j ∈ Finset.range (m + 1), (weightPoly r m).coeff j * a (i + j) := by
  induction m generalizing i with
  | zero => simp [richardsonTable, weightPoly]
  | succ m ih =>
    have hz : (weightPoly r m).coeff (m + 1) = 0 :=
      coeff_eq_zero_of_natDegree_lt (Nat.lt_succ_of_le (natDegree_weightPoly r m))
    -- the old sum may be extended by a vanishing term and split at its first term
    have h1 := Finset.sum_range_succ' (fun j => (weightPoly r m).coeff j * a (i + j)) (m + 1)
    have h2 := Finset.sum_range_succ (fun j => (weightPoly r m).coeff j * a (i + j)) (m + 1)
    simp only [hz, zero_mul, add_zero] at h1 h2
    have key := h2.symm.trans h1
    have h3 : ∑ j ∈ Finset.range (m + 1), (weightPoly r (m + 1)).coeff (j + 1) * a (i + (j + 1))
        = (∑ j ∈ Finset.range (m + 1), (weightPoly r m).coeff j * a (i + 1 + j)
          - r ^ (m + 1) * ∑ j ∈ Finset.range (m + 1),
              (weightPoly r m).coeff (j + 1) * a (i + (j + 1))) / (1 - r ^ (m + 1)) := by
      rw [Finset.mul_sum, ← Finset.sum_sub_distrib, Finset.sum_div]
      refine Finset.sum_congr rfl fun j _ => ?_
      rw [(coeff_weightPoly_succ r m).2 j, show i + 1 + j = i + (j + 1) by omega]
      ring
    rw [richardsonTable, ih (i + 1), ih i, Finset.sum_range_succ' _ (m + 1), h3,
      (coeff_weightPoly_succ r m).1, key, add_zero]
    ring

end

end RichardsonNoise
```

```lean
#print axioms RichardsonNoise.sum_abs_weights
-- 'RichardsonNoise.sum_abs_weights' depends on axioms: [propext, Classical.choice, Quot.sound]
#print axioms RichardsonNoise.noise_bound
-- 'RichardsonNoise.noise_bound' depends on axioms: [propext, Classical.choice, Quot.sound]
#print axioms RichardsonNoise.noise_attained
-- 'RichardsonNoise.noise_attained' depends on axioms: [propext, Classical.choice, Quot.sound]
#print axioms RichardsonNoise.richardsonTable_eq
-- 'RichardsonNoise.richardsonTable_eq' depends on axioms: [propext, Classical.choice, Quot.sound]
```

## Reading the definitions and theorems

`IsExtrapolation r m w` is the exactness condition. The weights are a function on all natural numbers, but only `w 0` to `w m` enter. `Finset.range (m + 1)` runs over $j=0,\dots,m$, and `Finset.Icc 1 m` over $k=1,\dots,m$. The polynomial $W_m$ is `weightPoly r m`, and $T_{m,i}$ is `richardsonTable r a m i`, with the column index before the row index; many texts use the reverse order.

`sum_abs_weights` states the identity for any exact weights with $0<r<1$. `noise_bound` and `noise_attained` state the error bound and its attainment. `richardsonTable_eq` identifies the tableau's weights; together with `isExtrapolation_iff` and `sum_abs_weights`, it gives every entry of column $m$ the amplification factor $A_m$.

## Lemmas behind the identity

`natDegree_weightPoly` and `eval_weightPoly` supply the degree and the values at the nodes. In `isExtrapolation_iff`, the forward direction tests exactness on monomials and counts zeros with `eq_zero_of_natDegree_lt_card_of_eval_eq_zero`; `pow_right_injective₀` makes the nodes distinct. The converse exchanges the two sums with `Finset.sum_comm`. It also shows that exact weights exist.

`coeff_weightPoly_succ` is the coefficient recursion, `coeff_sign` the sign induction, and `abs_weight` carries the signs over to the weights. Inside `sum_abs_weights`, the auxiliary statement `hprod` evaluates $W_m$ at $-1$ by induction. `noise_bound` then uses the triangle inequality, while `noise_attained` inserts the alternating errors. `richardsonTable_eq` shifts the summation index so that the two neighbouring entries can be combined term by term.

## Guarantees for polynomial data with bounded errors

The bound holds for any errors, random or systematic, as long as each is at most $\varepsilon$ in size. A truncated tail of the step-size expansion can be included in `e` if it has such a bound.

What remains for the user to establish is that the computed values really lie within $\varepsilon$ of a polynomial of degree at most $m$ in $x$ whose value at zero is the wanted quantity. A wrong exponent $s$ can break this condition.

The theorems concern real numbers, so rounding inside the tableau needs its own estimate. They also give a worst case: for independent statistical errors of equal variance, the standard deviation is multiplied by $(\sum_j w_j^2)^{1/2}$, a standard result that is not part of the Lean development and never exceeds $A_m$.
